# The Carleman term a_n^(−1/(2n)) does not increase when a_n > 0 is made larger

The Carleman term of a real sequence a at index n is a_n^(−1/(2n)); in physics a_n could be an even moment ⟨A^(2n)⟩ of an observable in a normalised state, though the lemma concerns only real numbers. It states that if 0 < a_n ≤ b_n at one index n, then b_n^(−1/(2n)) ≤ a_n^(−1/(2n)). Nothing is assumed about the other entries, and n = 0 is allowed, since Lean sets 1/0 = 0 and both terms are then 1. The attempt first shows that the exponent is at most zero, then appeals to a library lemma saying that a real power with such an exponent reverses the order of positive bases.

The failing Lean file:

```lean
import Mathlib

open scoped Nat

namespace CarlemanTermAnti

noncomputable section

/-- The Carleman term `a_k ^ (-1/(2k))` of a positive sequence, meant for `k ≥ 1`. -/
def carlemanTerm (a : ℕ → ℝ) (k : ℕ) : ℝ := a k ^ (-(1 / (2 * (k : ℝ))))

/-- A larger sequence has smaller Carleman terms, provided the smaller one is positive. -/
theorem carlemanTerm_anti {a b : ℕ → ℝ} {n : ℕ} (ha : 0 < a n) (hab : a n ≤ b n) :
    carlemanTerm b n ≤ carlemanTerm a n := by
  have hz : -(1 / (2 * (n : ℝ))) ≤ 0 := neg_nonpos.mpr (by positivity)
  exact Real.rpow_le_rpow_of_exponent_nonpos ha hab hz

end

end CarlemanTermAnti
```

Compiling this gives:

```
Main.lean:16:8: error(lean.unknownIdentifier): Unknown constant `Real.rpow_le_rpow_of_exponent_nonpos`
```

Diagnosis. The message says that Lean knows no constant called `Real.rpow_le_rpow_of_exponent_nonpos`. The name is looked up in the imported Mathlib and is not there, so the `exact` line fails before the lemma's arguments can be checked against the goal. The fault is in the name, and the mathematical argument stands.

The diff puts `Real.rpow_le_rpow_of_nonpos` in its place. This lemma exists and supplies the fact needed: for a positive base, a larger base and an exponent at most zero, the power of the larger base is at most that of the smaller. It accepts the same three arguments in the same order, `ha` for positivity, `hab` for the comparison and `hz` for the sign of the exponent. Its conclusion matches the goal once `carlemanTerm` is unfolded, which `exact` can do by itself, so nothing else has to change.

Lean accepts the file once it reads:

```diff
@@ -14,5 +14,5 @@
     carlemanTerm b n ≤ carlemanTerm a n := by
   have hz : -(1 / (2 * (n : ℝ))) ≤ 0 := neg_nonpos.mpr (by positivity)
-  exact Real.rpow_le_rpow_of_exponent_nonpos ha hab hz
+  exact Real.rpow_le_rpow_of_nonpos ha hab hz
 
 end
```
